# Divergence of the one-dimensional local energy at a simple node with nonzero second derivative, for a \(C^2\) trial function and a continuous potential

The local energy of a real trial function \(\psi(x)\) for one particle on a line, in a potential \(V(x)\), is the ratio \(H\psi/\psi\) with \(H=-\tfrac12\,d^2/dx^2+V\), in units where \(\hbar\) and the particle mass equal one. At a node \(c\), a point with \(\psi(c)=0\), this ratio is undefined, and a precise statement must first decide how the node is approached. Here every limit lets \(x\) tend to \(c\) from both sides with \(x\neq c\). In Lean this is the punctured neighbourhood filter `𝓝[≠] c`, and `∀ᶠ x in 𝓝[≠] c` reads "for all \(x\neq c\) close enough to \(c\)". Lean's division returns zero for a zero denominator, so the defined function takes the meaningless value \(V(c)\) at the node, and the punctured filter never sees that value.

Four hypotheses describe the node. `ContDiffAt ℝ 2 ψ c` says that \(\psi\) has two continuous derivatives near \(c\), so the kinetic term is meaningful there. `ψ c = 0` makes \(c\) a node. `deriv ψ c ≠ 0` makes it a simple node, where \(\psi\) crosses zero linearly and changes sign. `ContinuousAt V c` excludes a potential that is singular at the node, such as a Coulomb centre placed there. All four are local: \(\psi\) need not be normalisable or satisfy any boundary condition.

```lean
import Mathlib

open Filter Topology

namespace WrongNodeDivergence

noncomputable section
```

## The local energy

In atomic units (\(\hbar=m=1\)),
\[
E_L(x)=\frac{(H\psi)(x)}{\psi(x)}=-\frac{\psi''(x)}{2\psi(x)}+V(x).
\]

```lean
/-- Local energy `-ψ''/(2ψ) + V` of a one-dimensional trial function `ψ` in the potential `V`
(atomic units). -/
def localEnergy (ψ V : ℝ → ℝ) (x : ℝ) : ℝ :=
  -(deriv (deriv ψ) x) / (2 * ψ x) + V x
```

Both `ψ` and `V` are functions `ℝ → ℝ`, and \(\psi''\) is `deriv (deriv ψ)`. Multiplying \(\psi\) by a nonzero constant leaves \(E_L\) unchanged. A variational Monte Carlo code evaluates this expression at positions drawn from a density proportional to \(\psi^2\) and averages the values to estimate the energy, so the size of \(E_L\) near a node bears on the statistics of that average; the results below treat a single particle on a line, and the many-electron case, with a Laplacian and a nodal surface, is not covered.

## The trial function near a simple node

Since \(\psi(c)=0\), the difference quotient at \(c\) is \(\psi(x)/(x-c)\). Call it \(s(x)\):
\[
s(x)=\frac{\psi(x)}{x-c}=\frac{\psi(x)-\psi(c)}{x-c}\;\longrightarrow\;\psi'(c)\qquad(x\to c).
\]

```lean
/-- At a node `c` of a differentiable `ψ`, the ratio `ψ(x)/(x-c)` tends to `ψ'(c)`. -/
theorem node_slope {ψ : ℝ → ℝ} {c : ℝ} (hd : DifferentiableAt ℝ ψ c) (h0 : ψ c = 0) :
    Tendsto (fun x => ψ x / (x - c)) (𝓝[≠] c) (𝓝 (deriv ψ c)) := by
  have h := hasDerivAt_iff_tendsto_slope.mp hd.hasDerivAt
  refine h.congr (fun x => ?_)
  rw [slope_def_field, h0, sub_zero]
```

`node_slope` needs only differentiability at \(c\). The lemma `hasDerivAt_iff_tendsto_slope` is the definition of the derivative as a limit of difference quotients, and `slope_def_field` together with `h0` turns the quotient into \(s(x)\).

If \(\psi'(c)\neq0\), then \(s(x)\neq0\) for \(x\) close to \(c\), because a function with a nonzero limit is eventually nonzero. A zero of \(\psi\) at such an \(x\) would give \(s(x)=0\). Hence the node is isolated:
\[
\psi(x)\neq0\quad\text{for all }x\neq c\text{ near }c .
\]

```lean
/-- Around a node with nonzero slope, `ψ` does not vanish except at the node itself. -/
theorem ne_zero_near_simple_node {ψ : ℝ → ℝ} {c : ℝ} (hd : DifferentiableAt ℝ ψ c)
    (h0 : ψ c = 0) (h1 : deriv ψ c ≠ 0) : ∀ᶠ x in 𝓝[≠] c, ψ x ≠ 0 := by
  filter_upwards [(node_slope hd h0).eventually_ne h1] with x hx hz
  exact hx (by simp [hz])
```

`eventually_ne` supplies \(s(x)\neq0\) near the node, and the last line derives the contradiction from \(\psi(x)=0\).

The numerator of the kinetic term has a limit as well. The second derivative is continuous at \(c\), so
\[
\psi''(x)\longrightarrow\psi''(c)\qquad(x\to c).
\]

```lean
/-- The second derivative of a function that is twice continuously differentiable at `c`
tends to `ψ''(c)` as `x → c`. -/
theorem second_deriv_tendsto {ψ : ℝ → ℝ} {c : ℝ} (h : ContDiffAt ℝ 2 ψ c) :
    Tendsto (deriv (deriv ψ)) (𝓝[≠] c) (𝓝 (deriv (deriv ψ) c)) := by
  have h1 : ContDiffAt ℝ 1 (deriv ψ) c :=
    (h.fderiv_right (m := 1) (le_of_eq one_add_one_eq_two)).clm_apply contDiffAt_const
  have h2 : ContDiffAt ℝ 0 (deriv (deriv ψ)) c :=
    (h1.fderiv_right (m := 0) (le_of_eq (zero_add 1))).clm_apply contDiffAt_const
  exact h2.continuousAt.tendsto.mono_left nhdsWithin_le_nhds
```

Each use of `fderiv_right` lowers the order of smoothness by one: `h1` says that \(\psi'\) is once continuously differentiable, and `h2` says that \(\psi''\) is continuous. The step `mono_left nhdsWithin_le_nhds` restricts a limit over the full neighbourhood of \(c\) to the punctured one, and it recurs wherever continuity is used below.

## The coefficient of the \(1/(x-c)\) singularity

For \(x\neq c\) near the node, multiply \(E_L\) by \(x-c\) and write \(\psi=(x-c)\,s\) in the denominator:
\[
(x-c)E_L(x)=-\frac{(x-c)\,\psi''(x)}{2\psi(x)}+(x-c)V(x)=-\frac{\psi''(x)}{2s(x)}+(x-c)V(x).
\]
In the first term the numerator tends to \(-\psi''(c)\) and the denominator to \(2\psi'(c)\neq0\). The second term tends to \(0\cdot V(c)=0\) by continuity of \(V\). Therefore
\[
\lim_{x\to c}\,(x-c)E_L(x)=R,\qquad R=-\frac{\psi''(c)}{2\psi'(c)} .
\]

```lean
/-- For `ψ` of class `C²` at `c` and `V` continuous at `c`: at a node `c` with nonzero slope, `ψ x`
is nonzero for `x ≠ c` near `c` and `(x-c) E_L(x)` tends to `-ψ''(c)/(2ψ'(c))` as `x → c`. -/
theorem localEnergy_residue {ψ V : ℝ → ℝ} {c : ℝ} (h : ContDiffAt ℝ 2 ψ c) (h0 : ψ c = 0)
    (h1 : deriv ψ c ≠ 0) (hV : ContinuousAt V c) :
    (∀ᶠ x in 𝓝[≠] c, ψ x ≠ 0) ∧
    Tendsto (fun x => (x - c) * localEnergy ψ V x) (𝓝[≠] c)
      (𝓝 (-(deriv (deriv ψ) c) / (2 * deriv ψ c))) := by
  have hd : DifferentiableAt ℝ ψ c := h.differentiableAt (by norm_num)
  have hnz := ne_zero_near_simple_node hd h0 h1
  refine ⟨hnz, ?_⟩
  -- kinetic part, written with the slope ψ/(x-c)
  have t1 := (second_deriv_tendsto h).neg.div ((node_slope hd h0).const_mul 2)
    (mul_ne_zero two_ne_zero h1)
  -- the potential part vanishes at the node
  have t2 : Tendsto (fun x => (x - c) * V x) (𝓝[≠] c) (𝓝 0) := by
    have hc : ContinuousAt (fun x => (x - c) * V x) c :=
      (continuousAt_id.sub continuousAt_const).mul hV
    have t : Tendsto (fun x => (x - c) * V x) (𝓝[≠] c) (𝓝 ((c - c) * V c)) :=
      hc.tendsto.mono_left nhdsWithin_le_nhds
    rwa [sub_self, zero_mul] at t
  have t := t1.add t2
  rw [add_zero] at t
  refine t.congr' ?_
  filter_upwards [self_mem_nhdsWithin, hnz] with x hx hψ
  have hx' : x - c ≠ 0 := sub_ne_zero.mpr hx
  simp only [localEnergy, Pi.div_apply]
  field_simp
```

`localEnergy_residue` states two things under the four hypotheses: \(\psi\) is nonzero at all points \(x\neq c\) near \(c\), and \((x-c)E_L(x)\) tends to \(R\). The word residue means this real limit; no complex analysis is involved. The limit is equivalent to \(E_L(x)=R/(x-c)+o(1/|x-c|)\), and the theorem gives no finer estimate of the remainder. The value of \(V\) does not enter \(R\).

In the proof, `t1` is the quotient rule for limits applied to \(-\psi''/(2s)\), with \(2\psi'(c)\neq0\) as side condition. `t2` is the vanishing of \((x-c)V(x)\). Their sum `t` has the right limit, and `congr'` replaces the sum by \((x-c)E_L(x)\), since the two functions agree wherever \(x\neq c\) and \(\psi(x)\neq0\); `field_simp` checks this identity by clearing denominators. In a one-dimensional calculation \(R\) can be estimated by tabulating \((x-c)E_L(x)\) at points approaching the node and compared with the ratio of the analytic derivatives.

## A bounded local energy forces \(\psi''(c)=0\)

Suppose there is a constant \(M\) with \(|E_L(x)|\le M\) for all \(x\neq c\) near \(c\). Then
\[
|(x-c)E_L(x)|=|x-c|\,|E_L(x)|\le|x-c|\,M\;\longrightarrow\;0 .
\]
So \((x-c)E_L\) tends to \(0\) and also to \(R\). A function has at most one limit, hence \(R=0\), and since \(2\psi'(c)\neq0\) this gives \(\psi''(c)=0\).

```lean
/-- For `ψ` of class `C²` at `c` and `V` continuous at `c`: if the local energy is bounded on both
sides of a node with nonzero slope, then `ψ''(c) = 0`. -/
theorem second_deriv_eq_zero_of_bounded {ψ V : ℝ → ℝ} {c M : ℝ} (h : ContDiffAt ℝ 2 ψ c)
    (h0 : ψ c = 0) (h1 : deriv ψ c ≠ 0) (hV : ContinuousAt V c)
    (hb : ∀ᶠ x in 𝓝[≠] c, |localEnergy ψ V x| ≤ M) : deriv (deriv ψ) c = 0 := by
  have hg : Tendsto (fun x => |x - c| * M) (𝓝[≠] c) (𝓝 0) := by
    have hc : Continuous (fun x : ℝ => |x - c| * M) :=
      ((continuous_id.sub continuous_const).abs).mul continuous_const
    have t : Tendsto (fun x => |x - c| * M) (𝓝[≠] c) (𝓝 (|c - c| * M)) :=
      (hc.tendsto c).mono_left nhdsWithin_le_nhds
    rwa [sub_self, abs_zero, zero_mul] at t
  -- a bounded local energy times (x-c) is squeezed to zero
  have hz : Tendsto (fun x => (x - c) * localEnergy ψ V x) (𝓝[≠] c) (𝓝 0) := by
    refine squeeze_zero_norm' ?_ hg
    filter_upwards [hb] with x hx
    rw [Real.norm_eq_abs, abs_mul]
    exact mul_le_mul_of_nonneg_left hx (abs_nonneg _)
  have hu := tendsto_nhds_unique (localEnergy_residue h h0 h1 hV).2 hz
  rcases div_eq_zero_iff.mp hu with h2 | h2
  · exact neg_eq_zero.mp h2
  · exact absurd h2 (mul_ne_zero two_ne_zero h1)
```

The new hypothesis `hb` is the bound, assumed on both sides of the node. It expresses the property wanted of a trial function in sampling, that no position near the node returns an arbitrarily large energy. `hg` is the limit \(|x-c|M\to0\), `squeeze_zero_norm'` performs the comparison, and `tendsto_nhds_unique` equates the two limits. `div_eq_zero_iff` then leaves two cases, \(-\psi''(c)=0\) or \(2\psi'(c)=0\), and `h1` rules out the second. The implication runs one way only: no theorem here asserts that \(\psi''(c)=0\) makes \(E_L\) bounded.

## Divergence when \(\psi''(c)\neq0\)

The contrapositive of the last result says only that \(E_L\) is unbounded near the node. The limit \(R\) gives more. If \(\psi''(c)\neq0\), then \(|R|>0\), and for \(x\neq c\)
\[
|E_L(x)|=|(x-c)E_L(x)|\cdot\frac{1}{|x-c|}.
\]
The first factor tends to \(|R|>0\) and the second to \(+\infty\), so \(|E_L(x)|\to\infty\).

```lean
/-- For `ψ` of class `C²` at `c` and `V` continuous at `c`: at a node `c` with nonzero slope and
`ψ''(c) ≠ 0`, the magnitude of the local energy tends to infinity as `x → c`. -/
theorem localEnergy_diverges {ψ V : ℝ → ℝ} {c : ℝ} (h : ContDiffAt ℝ 2 ψ c)
    (h0 : ψ c = 0) (h1 : deriv ψ c ≠ 0) (hV : ContinuousAt V c)
    (h2 : deriv (deriv ψ) c ≠ 0) :
    Tendsto (fun x => |localEnergy ψ V x|) (𝓝[≠] c) atTop := by
  have hpos : 0 < |-(deriv (deriv ψ) c) / (2 * deriv ψ c)| :=
    abs_pos.mpr (div_ne_zero (neg_ne_zero.mpr h2) (mul_ne_zero two_ne_zero h1))
  have ha : Tendsto (fun x => |x - c|) (𝓝[≠] c) (𝓝[>] 0) := by
    rw [tendsto_nhdsWithin_iff]
    constructor
    · have hc : Continuous (fun x : ℝ => |x - c|) :=
        (continuous_id.sub continuous_const).abs
      have t : Tendsto (fun x => |x - c|) (𝓝[≠] c) (𝓝 |c - c|) :=
        (hc.tendsto c).mono_left nhdsWithin_le_nhds
      rwa [sub_self, abs_zero] at t
    · filter_upwards [self_mem_nhdsWithin] with x hx
      exact abs_pos.mpr (sub_ne_zero.mpr hx)
  have hinv : Tendsto (fun x => |x - c|⁻¹) (𝓝[≠] c) atTop :=
    tendsto_inv_nhdsGT_zero.comp ha
  -- |E_L| = |(x-c) E_L| / |x-c| with a positive limit in the numerator
  have t := Filter.Tendsto.pos_mul_atTop hpos (localEnergy_residue h h0 h1 hV).2.abs hinv
  refine t.congr' ?_
  filter_upwards [self_mem_nhdsWithin] with x hx
  have hx' : |x - c| ≠ 0 := abs_ne_zero.mpr (sub_ne_zero.mpr hx)
  rw [abs_mul]
  field_simp
```

The target filter `atTop` means that \(|E_L|\) exceeds any given number at all points \(x\neq c\) close enough to \(c\). `hpos` is \(|R|>0\). `ha` says that \(|x-c|\) tends to zero through positive values, written `𝓝[>] 0`, which is what `tendsto_inv_nhdsGT_zero` needs to send the reciprocal to infinity. `Filter.Tendsto.pos_mul_atTop` is the rule for a positive limit times a divergent factor.

A wrong node, in this setting, is a simple node with \(\psi''(c)\neq0\). The condition is local and does not compare \(c\) with the position of a node of an exact eigenstate. The function \(\sin k(x-c)\) with a wavenumber \(k\neq0\) has \(\psi''(c)=0\) for every choice of \(c\), so a misplaced node need not be wrong in this sense. In practice the divergence shows up as rare, very large values of \(E_L\) in the sample, and diffusion Monte Carlo codes commonly cap the local energy that enters the walker weights.

## The weight \(\psi^2\) cancels the divergence in the first two moments

The sample mean and the mean square of \(E_L\) estimate the integrals of \(\psi^2E_L\) and \(\psi^2E_L^2\), each divided by \(\int\psi^2\,dx\). Both integrands are controlled by the product \(\psi E_L\). With \(\psi=(x-c)s\),
\[
\psi E_L=s(x)\cdot(x-c)E_L(x)\;\longrightarrow\;\psi'(c)\,R=-\frac{\psi''(c)}{2}.
\]
Multiplying by \(\psi(x)\to\psi(c)=0\), or squaring, gives
\[
\psi^2E_L=\psi\cdot\psi E_L\;\longrightarrow\;0,\qquad
\psi^2E_L^2=(\psi E_L)^2\;\longrightarrow\;\frac{\psi''(c)^2}{4}.
\]

```lean
/-- For `ψ` of class `C²` at `c` and `V` continuous at `c`: with the unnormalised weight `ψ²`, at a
node `c` with nonzero slope `ψ² E_L` tends to `0` and `ψ² E_L²` tends to `ψ''(c)²/4`. -/
theorem weighted_localEnergy {ψ V : ℝ → ℝ} {c : ℝ} (h : ContDiffAt ℝ 2 ψ c)
    (h0 : ψ c = 0) (h1 : deriv ψ c ≠ 0) (hV : ContinuousAt V c) :
    Tendsto (fun x => ψ x ^ 2 * localEnergy ψ V x) (𝓝[≠] c) (𝓝 0) ∧
    Tendsto (fun x => ψ x ^ 2 * localEnergy ψ V x ^ 2) (𝓝[≠] c)
      (𝓝 (deriv (deriv ψ) c ^ 2 / 4)) := by
  have hd : DifferentiableAt ℝ ψ c := h.differentiableAt (by norm_num)
  -- ψ E_L is the slope times (x-c) E_L
  have t : Tendsto (fun x => ψ x * localEnergy ψ V x) (𝓝[≠] c)
      (𝓝 (deriv ψ c * (-(deriv (deriv ψ) c) / (2 * deriv ψ c)))) := by
    refine ((node_slope hd h0).mul (localEnergy_residue h h0 h1 hV).2).congr' ?_
    filter_upwards [self_mem_nhdsWithin] with x hx
    have hx' : x - c ≠ 0 := sub_ne_zero.mpr hx
    field_simp
  constructor
  · have t0 : Tendsto ψ (𝓝[≠] c) (𝓝 (ψ c)) :=
      hd.continuousAt.tendsto.mono_left nhdsWithin_le_nhds
    have t1 := t0.mul t
    rw [h0, zero_mul] at t1
    exact t1.congr (fun x => by ring)
  · have e : deriv ψ c * (-(deriv (deriv ψ) c) / (2 * deriv ψ c))
        = -(deriv (deriv ψ) c) / 2 := by
      field_simp
    have e2 : (-(deriv (deriv ψ) c) / 2) ^ 2 = deriv (deriv ψ) c ^ 2 / 4 := by ring
    rw [e] at t
    have t2 := t.pow 2
    rw [e2] at t2
    exact t2.congr (fun x => by ring)
```

`weighted_localEnergy` holds under the same four hypotheses, whether or not \(\psi''(c)\) vanishes. In the proof `t` is the limit of \(\psi E_L\) as a product of `node_slope` and the residue limit. The first branch multiplies it by `t0`, the continuity of \(\psi\). The second simplifies the limit to \(-\psi''(c)/2\) in `e` and squares it with `t.pow 2`.

The weight here is the unnormalised \(\psi^2\). If \(N=\int\psi^2\,dx\) is finite and positive, the sampling density is \(\psi^2/N\) and the two limits become \(0\) and \(\psi''(c)^2/(4N)\). The theorem concerns the integrands at the node and contains no integral, so it makes no claim that the mean or the variance over the whole line is finite.

The scaling estimates that follow use leading-order behaviour and are not among the verified statements. The probability of sampling within a distance \(\delta\) of the node is about \(\tfrac23\psi'(c)^2\delta^3/N\), while \(|E_L|\) at that distance is about \(|R|/\delta\). The integrand of the third absolute moment behaves as \(|\psi''(c)|^3/(8|\psi'(c)|\,|x-c|)\), which is not integrable at a wrong node, and the fourth moment, which sets the statistical error of a sampled variance, diverges more strongly.

## Solutions of the Schrödinger equation have \(\psi''(c)=0\)

Let \(\psi\) satisfy \(-\tfrac12\psi''+V\psi=E\psi\) with a real constant \(E\), the energy, at all \(x\neq c\) near \(c\). Rearranged, \(-\psi''=(E-V)\,2\psi\). Dividing by \(2\psi\neq0\),
\[
E_L(x)=\frac{(E-V(x))\,2\psi(x)}{2\psi(x)}+V(x)=E .
\]
A constant is bounded by \(M=|E|\), so the result on bounded local energy gives \(\psi''(c)=0\).

```lean
/-- For `ψ` of class `C²` at `c` and `V` continuous at `c`: if `ψ` solves `-ψ''/2 + Vψ = Eψ` on both
sides of a node with nonzero slope, then the local energy equals `E` there and `ψ''(c) = 0`. -/
theorem exact_node {ψ V : ℝ → ℝ} {c E : ℝ} (h : ContDiffAt ℝ 2 ψ c)
    (h0 : ψ c = 0) (h1 : deriv ψ c ≠ 0) (hV : ContinuousAt V c)
    (hS : ∀ᶠ x in 𝓝[≠] c, -(deriv (deriv ψ) x) / 2 + V x * ψ x = E * ψ x) :
    (∀ᶠ x in 𝓝[≠] c, localEnergy ψ V x = E) ∧ deriv (deriv ψ) c = 0 := by
  have hE : ∀ᶠ x in 𝓝[≠] c, localEnergy ψ V x = E := by
    filter_upwards [hS, (localEnergy_residue h h0 h1 hV).1] with x hx hψ
    have e : -(deriv (deriv ψ) x) = (E - V x) * (2 * ψ x) := by linarith
    rw [localEnergy, e, mul_div_assoc, div_self (mul_ne_zero two_ne_zero hψ)]
    ring
  refine ⟨hE, second_deriv_eq_zero_of_bounded (M := |E|) h h0 h1 hV ?_⟩
  filter_upwards [hE] with x hx
  rw [hx]
```

The hypothesis `hS` is the stationary Schrödinger equation, assumed only near the node. Any local solution qualifies, whether or not \(E\) is an eigenvalue of \(H\). The statement `e` is the rearranged equation, `div_self` cancels \(2\psi(x)\), and the last step calls `second_deriv_eq_zero_of_bounded` with `(M := |E|)`. An exact eigenfunction with the assumed smoothness therefore has no wrong node where \(V\) is continuous. In code this is used as a check: for a known eigenfunction the local-energy routine should return the same number at every sampled position, up to rounding, which can grow near the node when the small numerator and the small denominator are computed by cancellation.

## The trial function \(x+x^2\) at the origin

Take \(\psi(x)=x+x^2\), \(V=0\) and \(c=0\). Then \(\psi(0)=0\), \(\psi'(x)=1+2x\), \(\psi'(0)=1\) and \(\psi''=2\), so
\[
R=-\frac{2}{2\cdot1}=-1 .
\]
Directly, \(E_L=-1/(x+x^2)\) and \(xE_L=-1/(1+x)\to-1\), in agreement. The formula shows \(E_L\) large and negative just to the right of the node and large and positive just to the left.

```lean
/-- For `ψ(x) = x + x²` and `V = 0`, the product `x E_L(x)` tends to `-1` at the node
`x = 0`. -/
theorem wrong_node_witness :
    Tendsto (fun x => (x - 0) * localEnergy (fun y => y + y ^ 2) (fun _ => 0) x)
      (𝓝[≠] 0) (𝓝 (-1)) := by
  have d1 : deriv (fun y : ℝ => y + y ^ 2) = fun x => 1 + 2 * x := by
    funext x
    exact (((hasDerivAt_id' x).fun_add (hasDerivAt_pow 2 x)).congr_deriv (by norm_num)).deriv
  have d2 : deriv (fun x : ℝ => 1 + 2 * x) 0 = 2 :=
    ((((hasDerivAt_id' (0 : ℝ)).const_mul 2).const_add 1).congr_deriv (mul_one 2)).deriv
  have t := (localEnergy_residue (ψ := fun y => y + y ^ 2) (V := fun _ => 0) (c := 0)
    (by fun_prop) (by norm_num) (by rw [d1]; norm_num) continuousAt_const).2
  have e : -(deriv (deriv fun y : ℝ => y + y ^ 2) 0)
      / (2 * deriv (fun y : ℝ => y + y ^ 2) 0) = -1 := by
    rw [d1, d2]
    norm_num
  rwa [e] at t

end

end WrongNodeDivergence
```

`wrong_node_witness` states the limit \(-1\) for this function. `d1` and `d2` compute the two derivatives, `t` applies `localEnergy_residue` after discharging its four hypotheses, and `e` evaluates \(R\). The example is a case with nonzero \(R\). It is not normalisable on the line and has a second node at \(x=-1\), and neither fact matters for a limit at the origin.

```lean
#print axioms WrongNodeDivergence.localEnergy_diverges
-- 'WrongNodeDivergence.localEnergy_diverges' depends on axioms: [propext, Classical.choice, Quot.sound]
#print axioms WrongNodeDivergence.weighted_localEnergy
-- 'WrongNodeDivergence.weighted_localEnergy' depends on axioms: [propext, Classical.choice, Quot.sound]
#print axioms WrongNodeDivergence.exact_node
-- 'WrongNodeDivergence.exact_node' depends on axioms: [propext, Classical.choice, Quot.sound]
```
